# A lead with self-energy t exp(ik), for real t and k, gives the broadening −2t sin k

One lead contributes the self-energy Σ = t exp(ik) at an impurity site, and the lemma states that its broadening Γ = −2 Im Σ equals −2t sin k. Here t and k are any real numbers, so Γ is not claimed to be positive, and Σ is taken as a definition, not derived from a Hamiltonian. The proof first splits Σ into t cos k plus i times t sin k, with both coefficients written as real numbers cast into ℂ. It then leaves `simp` to take the imaginary part.

This version doesn't compile in Lean 4 with Mathlib:

```lean
import Mathlib

open Complex

namespace ImpurityChainTransport

noncomputable section

/-- The plane wave `exp(ikn)` on the sites `n` of an infinite chain. -/
def bloch (k : ℝ) (n : ℤ) : ℂ := Complex.exp ((k : ℂ) * (n : ℂ) * I)

/-- The self-energy `t exp(ik)` that one lead contributes at the impurity site. -/
def selfEnergy (t k : ℝ) : ℂ := (t : ℂ) * bloch k 1

/-- The broadening `Γ = -2 Im Σ` due to one lead. -/
def broadening (t k : ℝ) : ℝ := -2 * (selfEnergy t k).im

lemma bloch_one (k : ℝ) : bloch k 1 = Complex.cos k + Complex.sin k * I := by
  rw [bloch, Int.cast_one, mul_one, Complex.exp_mul_I]

lemma broadening_eq (t k : ℝ) : broadening t k = -2 * (t * Real.sin k) := by
  have h : selfEnergy t k = ((t * Real.cos k : ℝ) : ℂ) + ((t * Real.sin k : ℝ) : ℂ) * I := by
    rw [selfEnergy, bloch_one]; push_cast; ring
  rw [broadening, h]
  simp

end

end ImpurityChainTransport
```

Compiling this gives:

```
Main.lean:21:74: error: unsolved goals
t k : ℝ
h : selfEnergy t k = ↑(t * Real.cos k) + ↑(t * Real.sin k) * I
⊢ (sin ↑k).re = Real.sin k ∨ t = 0
```

What went wrong. The error says that `simp` ran but left a goal open: either the real part of the complex sine at `↑k` is `Real.sin k`, or `t = 0`. The first alternative is true for every real `k`, but `simp` did not prove it.

The trouble is that `simp` moved the casts inward. It turned `↑(t * Real.sin k)` into `↑t * sin ↑k`, with the complex sine, so the real part it needed was no longer that of a cast real number. It then cancelled the common factors, and `t = 0` appears because cancelling `t` is only allowed when `t` is not zero.

The repair uses `simp only` with the rules for imaginary parts of sums and products, for the parts of a cast real number, and for those of `I`. None of these moves a cast inward, so `Complex.ofReal_re` reads `t * Real.sin k` straight off `↑(t * Real.sin k)`. What remains is real arithmetic with some zeros and a one, which `ring` settles.

This version goes through:

```diff
@@ -23,5 +23,7 @@
     rw [selfEnergy, bloch_one]; push_cast; ring
   rw [broadening, h]
-  simp
+  simp only [Complex.add_im, Complex.mul_im, Complex.ofReal_im, Complex.ofReal_re,
+    Complex.I_re, Complex.I_im]
+  ring
 
 end
```
